# Idempotency of the density matrix under $\mathrm{i}\dot P = [H(t), P]$ for arbitrary Hermitian $H(t)$

In an orthonormal basis of spin orbitals, a normalised Slater determinant has a one-particle density matrix $P$ that is Hermitian and satisfies $P^2 = P$, so that every occupation number is 0 or 1. Time-dependent Hartree-Fock (TDHF) in density-matrix form propagates $P$ alone. If the equation of motion let $P^2 - P$ grow from zero, the propagated matrix would belong to no determinant, and the Fock matrix built from it would no longer be the mean field of the state it is meant to describe. One common argument writes $P(t) = U(t) P(0) U(t)^\dagger$ with a unitary propagator $U(t)$, whose construction needs some regularity of the Hamiltonian in time. The derivation below uses no propagator. It rests on three hypotheses: the equation of motion holds at every time, the generator is Hermitian, and $P$ is idempotent at one time.

## Objects and conventions

In Lean 4 with Mathlib:

```lean
import Mathlib

open Matrix Complex

namespace TDHFIdempotency

noncomputable section

variable {n : Type*} [Fintype n]
```

The finite type `n` labels the one-particle basis, and all matrices are complex with rows and columns indexed by `n`. Time is the whole real line, $\hbar = 1$, and the imaginary unit $\mathrm{i}$ is `I`.

```lean
/-- The commutator `[A, B] = AB - BA`. -/
def commut (A B : Matrix n n ℂ) : Matrix n n ℂ := A * B - B * A

/-- `A(t)` is differentiable entry by entry at every real time and obeys `i A' = [H(t), A]`,
written as `A' = -i [H(t), A]`. -/
def Evolves (H A : ℝ → Matrix n n ℂ) : Prop :=
  ∀ (t : ℝ) (i j : n), HasDerivAt (fun s => A s i j) ((-I • commut (H t) (A t)) i j) t
```

For matrix functions $H(t)$ and $A(t)$, `Evolves H A` says that every entry $A_{ij}$ has, at every real $t$, the derivative $(-\mathrm{i}[H(t), A(t)])_{ij}$. Such an $A$ is called a solution.

```lean
/-- The Hilbert-Schmidt overlap `tr(Aᴴ B)`. -/
def hsInner (A B : Matrix n n ℂ) : ℂ := trace (Aᴴ * B)
```

`hsInner A B` is $\operatorname{tr}(A^\dagger B)$, with `Aᴴ` the conjugate transpose $A^\dagger$.

```lean
/-- The Fock matrix `F_pq = h_pq + ∑_rs g_prqs P_sr` built from a core Hamiltonian `h`,
two-electron integrals `g` and a density matrix `P`. -/
def fock (h : Matrix n n ℂ) (g : n → n → n → n → ℂ) (P : Matrix n n ℂ) : Matrix n n ℂ :=
  Matrix.of fun p q => h p q + ∑ r, ∑ s, g p r q s * P s r
```

The Fock matrix is $F_{pq} = h_{pq} + \sum_{rs} g_{prqs} P_{sr}$, where $h$ is the core Hamiltonian. With spin orbitals, $g_{prqs}$ is the antisymmetrised integral $\langle pr \Vert qs \rangle$ and $P_{sr} = \sum_k C_{sk} C_{rk}^*$, where column $k$ of the matrix $C$ holds the coefficients of occupied orbital $k$. No overlap matrix appears, so the basis is read as orthonormal.

## First hypothesis: the equation of motion at every time

Physically, $P$ changes only through the commutator with one generator, without a relaxation or source term. The derivation uses this through two closure properties. For solutions $A$ and $B$ with the same $H$, the product rule gives
$$(AB)' = A'B + AB' = -\mathrm{i}\big([H,A]B + A[H,B]\big),$$
and
$$[H,A]B + A[H,B] = HAB - AHB + AHB - ABH = [H, AB],$$
so $AB$ is a solution. Also $(A-B)' = -\mathrm{i}[H,A] + \mathrm{i}[H,B] = -\mathrm{i}[H, A-B]$. Neither step needs any property of $H$.

```lean
variable {H A B P : ℝ → Matrix n n ℂ}

/-- The product of two solutions of `i A' = [H, A]` is a solution. -/
theorem Evolves.mul (hA : Evolves H A) (hB : Evolves H B) :
    Evolves H (fun s => A s * B s) := by
  intro t i j
  have h := HasDerivAt.fun_sum (u := Finset.univ)
    (fun k _ => (hA t i k).fun_mul (hB t k j))
  -- Leibniz rule for the commutator
  have e : -I • commut (H t) (A t * B t) =
      (-I • commut (H t) (A t)) * B t + A t * (-I • commut (H t) (B t)) := by
    simp only [commut, Matrix.smul_mul, Matrix.mul_smul, ← smul_add]
    congr 1
    noncomm_ring
  beta_reduce
  rw [e]
  simp only [Matrix.add_apply, Matrix.mul_apply, ← Finset.sum_add_distrib]
  exact h
```

The term `h` differentiates $(AB)_{ij} = \sum_k A_{ik} B_{kj}$ term by term, with `fun_mul` as the product rule. The equation `e` is the commutator identity above, closed by `noncomm_ring`.

```lean
/-- The difference of two solutions of `i A' = [H, A]` is a solution. -/
theorem Evolves.sub (hA : Evolves H A) (hB : Evolves H B) :
    Evolves H (fun s => A s - B s) := by
  intro t i j
  have h := (hA t i j).fun_sub (hB t i j)
  have e : commut (H t) (A t - B t) = commut (H t) (A t) - commut (H t) (B t) := by
    simp only [commut]
    noncomm_ring
  beta_reduce
  rw [e, smul_sub]
  simp only [Matrix.sub_apply]
  exact h
```

Here `fun_sub` differentiates the difference, and `e` is linearity of the commutator.

A single exceptional instant at which $P$ jumps is enough to break the result. With $H = 0$ and one basis function, the function equal to $1$ for $t \le 0$ and $1/2$ for $t > 0$ obeys the equation everywhere except at $t = 0$, where it has no derivative. The hypothesis also limits what "arbitrary $H(t)$" covers: a solution differentiable at all real times is assumed, not constructed. A field switched on abruptly puts a kink into $P$ at that instant unless the jump in $H$ commutes with $P$, and a kinked $P$ does not satisfy `Evolves`. Idempotency still survives such a kink, because the argument below works on each side of it and $P$ is continuous there, but the theorems do not state this case.

## Second hypothesis: every $H(t)$ is Hermitian

A Hermitian generator conserves probability: it contains no absorbing or amplifying potential. The hypothesis `hH` asks for $H(t)^\dagger = H(t)$ at each $t$ and for no continuity or boundedness in $t$. By hand it enters once, in the adjoint of the equation of motion:
$$(A^\dagger)' = \big(-\mathrm{i}(HA - AH)\big)^\dagger = \mathrm{i}\,(A^\dagger H^\dagger - H^\dagger A^\dagger) = -\mathrm{i}[H^\dagger, A^\dagger].$$
With $H^\dagger = H$ the adjoint is a solution for the same generator.

```lean
/-- For Hermitian `H(t)`, the adjoint of a solution of `i A' = [H, A]` is a solution. -/
theorem Evolves.adjoint (hH : ∀ t, (H t).IsHermitian) (hA : Evolves H A) :
    Evolves H (fun s => (A s)ᴴ) := by
  intro t i j
  have h := (hA t j i).star
  -- the signs from conjugating `-i` and from reversing the commutator cancel
  have e : -I • commut (H t) (A t)ᴴ = (-I • commut (H t) (A t))ᴴ := by
    have hI : star (-I) = I := by simp
    simp only [commut, conjTranspose_smul, conjTranspose_sub, conjTranspose_mul, (hH t).eq]
    rw [hI, neg_smul, ← smul_neg, neg_sub]
  beta_reduce
  rw [e]
  exact h
```

The derivative of $(A^\dagger)_{ij} = A_{ji}^*$ is `(hA t j i).star`. In `e`, the rewrite `(hH t).eq` replaces $H^\dagger$ by $H$, and the general lemmas and theorems use `hH` only through this lemma.

It follows that $M = A^\dagger B$ is a solution, and cyclicity of the trace of finite matrices gives
$$\frac{d}{dt}\operatorname{tr} M = -\mathrm{i}\operatorname{tr}(HM - MH) = 0 .$$

```lean
/-- For Hermitian `H(t)`, the Hilbert-Schmidt overlap of two solutions takes the same value
at any two times. -/
theorem Evolves.hsInner_const (hH : ∀ t, (H t).IsHermitian) (hA : Evolves H A)
    (hB : Evolves H B) (t t₀ : ℝ) : hsInner (A t) (B t) = hsInner (A t₀) (B t₀) := by
  have hM := (hA.adjoint hH).mul hB
  have hd : ∀ s, HasDerivAt (fun s => hsInner (A s) (B s)) 0 s := by
    intro s
    have h := HasDerivAt.fun_sum (u := Finset.univ) (fun k _ => hM s k k)
    -- a commutator is traceless
    have z : ∑ k, (-I • commut (H s) ((A s)ᴴ * B s)) k k = 0 := by
      change trace (-I • commut (H s) ((A s)ᴴ * B s)) = 0
      rw [trace_smul, commut, trace_sub, trace_mul_comm (H s), sub_self, smul_zero]
    exact h.congr_deriv z
  exact is_const_of_deriv_eq_zero (fun s => (hd s).differentiableAt) (fun s => (hd s).deriv) t t₀
```

`hM` is the statement that $A^\dagger B$ is a solution, `z` is the vanishing trace through `trace_mul_comm`, and `is_const_of_deriv_eq_zero` turns a derivative that vanishes everywhere into equal values at any two times $t$ and $t_0$.

Uniqueness comes next. Let $A$ and $B$ be solutions with $A(t_0) = B(t_0)$ and put $D = A - B$. Then $D$ is a solution, $\operatorname{tr}(D^\dagger D) = \sum_{ij} |D_{ij}|^2$ is conserved and vanishes at $t_0$. A vanishing sum of non-negative terms has only vanishing terms, so $D(t) = 0$ for all $t$.

```lean
/-- For Hermitian `H(t)`, two solutions that agree at one time agree at all times. -/
theorem Evolves.unique (hH : ∀ t, (H t).IsHermitian) (hA : Evolves H A) (hB : Evolves H B)
    {t₀ : ℝ} (h0 : A t₀ = B t₀) (t : ℝ) : A t = B t := by
  -- `tr(Dᴴ D)` is the sum of the squared moduli of the entries
  have key : ∀ D : Matrix n n ℂ, hsInner D D = 0 → D = 0 := by
    intro D hD
    have h1 : ((∑ j, ∑ i, normSq (D i j) : ℝ) : ℂ) = hsInner D D := by
      simp [hsInner, Matrix.trace, Matrix.mul_apply, Complex.normSq_eq_conj_mul_self]
    have h2 : ∑ j, ∑ i, normSq (D i j) = 0 := Complex.ofReal_eq_zero.1 (h1.trans hD)
    ext i j
    have h3 := (Finset.sum_eq_zero_iff_of_nonneg (fun j _ =>
      Finset.sum_nonneg (s := Finset.univ) fun i _ => normSq_nonneg (D i j))).1 h2 j
      (Finset.mem_univ _)
    have h4 := (Finset.sum_eq_zero_iff_of_nonneg (fun i _ => normSq_nonneg (D i j))).1 h3 i
      (Finset.mem_univ _)
    exact normSq_eq_zero.1 h4
  have hc : hsInner (A t - B t) (A t - B t) = hsInner (A t₀ - B t₀) (A t₀ - B t₀) :=
    (hA.sub hB).hsInner_const hH (hA.sub hB) t t₀
  apply sub_eq_zero.1 (key _ _)
  rw [hc, h0]
  simp [hsInner]
```

The local statement `key` is the sum-of-squares step, with `normSq` for $|D_{ij}|^2$, and `hc` is the conservation law applied with both arguments equal to $D$.

## Third hypothesis: idempotency at one time

For a Hermitian $P$, the condition $P(t_0)^2 = P(t_0)$ says that all occupation numbers are 0 or 1 at $t_0$. Since $P^2$ is a solution by the product rule, $P^2$ and $P$ are two solutions that agree at $t_0$, and uniqueness gives $P(t)^2 = P(t)$.

```lean
/-- If `i P' = [H(t), P]` with every `H(t)` Hermitian and `P` is idempotent at one time,
then `P` is idempotent at all times. -/
theorem idempotent_of_evolves (hH : ∀ t, (H t).IsHermitian) (hP : Evolves H P)
    {t₀ : ℝ} (h0 : P t₀ * P t₀ = P t₀) (t : ℝ) : P t * P t = P t :=
  (hP.mul hP).unique hH hP h0 t
```

In words: if every $H(t)$ is Hermitian, $P$ is a solution and $P(t_0)^2 = P(t_0)$, then $P(t)^2 = P(t)$ for every real $t$, earlier or later than $t_0$. The matrix $P$ need not be Hermitian. The proof hands `h0` to `unique` as the agreement of `hP.mul hP` and `hP`.

Because $t_0$ and $t$ are both arbitrary, the theorem also settles the case without `h0`: a solution that is not idempotent at $t_0$ is idempotent at no time. A density with a fractional occupation never becomes a projector under such dynamics.

The neighbouring result applies uniqueness to the pair $P^\dagger$ and $P$.

```lean
/-- If `i P' = [H(t), P]` with every `H(t)` Hermitian and `P` is Hermitian and idempotent at
one time, then it is Hermitian and idempotent at all times. -/
theorem projector_of_evolves (hH : ∀ t, (H t).IsHermitian) (hP : Evolves H P)
    {t₀ : ℝ} (hh : (P t₀).IsHermitian) (h0 : P t₀ * P t₀ = P t₀) (t : ℝ) :
    (P t).IsHermitian ∧ P t * P t = P t :=
  ⟨(hP.adjoint hH).unique hH hP hh.eq t, idempotent_of_evolves hH hP h0 t⟩
```

If $P(t_0)$ is Hermitian and idempotent, then so is $P(t)$ at all times: an orthogonal projector remains one.

## The hypotheses of TDHF

In TDHF the generator is $F(t)$, the Fock matrix of $h(t)$, $g$ and $P(t)$ itself. Along a given solution, $F(t)$ is just a matrix function of time, so the theorem applies once $F(t)$ is Hermitian and $P(t_0)$ idempotent. For the first,
$$F_{qp}^* = h_{qp}^* + \sum_{rs} g_{qrps}^* P_{sr}^* = h_{pq} + \sum_{rs} g_{psqr} P_{rs} = F_{pq},$$
where the middle step uses $h^\dagger = h$, the symmetry $g_{prqs}^* = g_{qspr}$ and $P^\dagger = P$, and the last step exchanges the names of $r$ and $s$. For the second, $P(t_0) = CC^\dagger$ with $C^\dagger C = 1$ gives $CC^\dagger CC^\dagger = CC^\dagger$.

```lean
/-- Time-dependent Hartree-Fock: with Hermitian `h(t)` and `conj g_prqs = g_qspr`, a Hermitian
density evolving under its own Fock matrix from `C Cᴴ`, `Cᴴ C = 1`, stays idempotent. -/
theorem tdhf_idempotent {m : Type*} [Fintype m] [DecidableEq m] {h : ℝ → Matrix n n ℂ}
    {g : n → n → n → n → ℂ} (hh : ∀ t, (h t).IsHermitian)
    (hg : ∀ p r q s, star (g p r q s) = g q s p r) (hherm : ∀ t, (P t).IsHermitian)
    (hP : Evolves (fun t => fock (h t) g (P t)) P) {C : Matrix n m ℂ} (hC : Cᴴ * C = 1)
    {t₀ : ℝ} (h0 : P t₀ = C * Cᴴ) (t : ℝ) : P t * P t = P t := by
  -- the Fock matrix of a Hermitian density is Hermitian
  have hF : ∀ t, (fock (h t) g (P t)).IsHermitian := by
    intro t
    refine Matrix.IsHermitian.ext fun p q => ?_
    simp only [fock, Matrix.of_apply, star_add, star_sum, star_mul', hg, (hh t).apply,
      (hherm t).apply]
    rw [Finset.sum_comm]
  have hid : P t₀ * P t₀ = P t₀ := by
    rw [h0, Matrix.mul_assoc, ← Matrix.mul_assoc Cᴴ, hC, Matrix.one_mul]
  exact idempotent_of_evolves hF hP hid t
```

The type `m` labels the occupied orbitals, and `hC` makes them orthonormal. The hypotheses `hC` and `h0` are used only in `hid`; for linearly independent orbitals that are not orthonormal, $CC^\dagger$ is not a projector. The hypotheses `hh`, `hg` and `hherm` are used only in `hF`, where `Finset.sum_comm` is the exchange of $r$ and $s$; without any one of them the Fock matrix may fail to be Hermitian. The core Hamiltonian may depend on time, as in an external field, while $g$ is fixed. Antisymmetry of $g$ is not required.

Hermiticity of $P(t)$ at all times, `hherm`, is assumed and not derived. `projector_of_evolves` does not supply it, because that theorem needs a Hermitian generator, which here depends on $P(t)$ being Hermitian. In a finite, fixed, orthonormal basis and for a given Hermitian solution, TDHF therefore keeps the density an orthogonal projector.

The theorem ends at $P(t)^2 = P(t)$; the electron count, the passage to orbitals, and the remarks below on continuous generators, other models and time stepping are argued in prose only. For a Hermitian idempotent $P$ one has $\operatorname{tr}(P^\dagger P) = \operatorname{tr} P$, so the conserved overlap fixes $\operatorname{tr} P(t) = \operatorname{tr}(C^\dagger C)$, the number of occupied orbitals. An orthonormal basis of the range of $P(t)$ then supplies the orbitals of a determinant.

## A non-Hermitian generator that destroys idempotency

Take two basis functions, labelled 0 and 1, with $H(t) = \operatorname{diag}(2\mathrm{i}/t, 0)$ for $t \ne 0$ and $H(0) = 0$, and let $P_{01}(t) = t^2$ with all other entries zero.

```lean
/-- The generator `diag(2i/t, 0)` for `t ≠ 0`, set to zero at `t = 0`. -/
def badH (t : ℝ) : Matrix (Fin 2) (Fin 2) ℂ := !![if t = 0 then 0 else 2 * I / t, 0; 0, 0]

/-- The matrix function whose only non-zero entry is `t²` in the upper right corner. -/
def badP (t : ℝ) : Matrix (Fin 2) (Fin 2) ℂ := !![0, (t : ℂ) ^ 2; 0, 0]
```

For $t \ne 0$ the only non-zero entry of the commutator is $[H,P]_{01} = H_{00}P_{01} - P_{01}H_{11} = 2\mathrm{i}t$, so $(-\mathrm{i}[H,P])_{01} = 2t = \dot P_{01}$. At $t = 0$ both sides vanish. Since $P(t)^2 = 0$ for all $t$, the matrix is idempotent at $t = 0$, where it is zero, and not at $t = 1$.

```lean
/-- `badP` obeys `i P' = [H, P]` with the generator `badH`, is idempotent at `t = 0` and is
not idempotent at `t = 1`. -/
theorem idempotency_lost :
    Evolves badH badP ∧ badP 0 * badP 0 = badP 0 ∧ badP 1 * badP 1 ≠ badP 1 := by
  refine ⟨?_, ?_, ?_⟩
  · intro t i j
    have hd : HasDerivAt (fun s : ℝ => (s : ℂ) ^ 2) (2 * t) t := by
      simpa using (hasDerivAt_pow 2 (t : ℂ)).comp_ofReal
    have e : (-I • commut (badH t) (badP t)) 0 1 = 2 * t := by
      by_cases ht : t = 0
      · simp [commut, badH, badP, ht]
      · have ht' : (t : ℂ) ≠ 0 := Complex.ofReal_ne_zero.2 ht
        have e1 : (-I • commut (badH t) (badP t)) 0 1 = -I * (2 * I / t * (t : ℂ) ^ 2) := by
          simp [commut, badH, badP, ht]
        have e2 : 2 * I / t * (t : ℂ) ^ 2 = 2 * I * t := by field_simp
        rw [e1, e2]
        linear_combination (-2 * (t : ℂ)) * I_mul_I
    fin_cases i <;> fin_cases j
    · refine (hasDerivAt_const t (0 : ℂ)).congr_deriv ?_
      by_cases ht : t = 0 <;>
        simp [commut, badH, badP, ht]
    · exact hd.congr_deriv e.symm
    · refine (hasDerivAt_const t (0 : ℂ)).congr_deriv ?_
      simp [commut, badH, badP]
    · refine (hasDerivAt_const t (0 : ℂ)).congr_deriv ?_
      simp [commut, badH, badP]
  · ext i j
    rw [Matrix.mul_apply, Fin.sum_univ_two]
    fin_cases i <;> fin_cases j <;> simp [badP]
  · intro h
    have h01 : (badP 1 * badP 1) 0 1 = badP 1 0 1 := by rw [h]
    rw [Matrix.mul_apply, Fin.sum_univ_two] at h01
    simp [badP] at h01
```

The three claims are proved entry by entry, with `hd` the derivative of $t^2$ and `e` the commutator entry, split into $t = 0$ and $t \ne 0$. The adjoint step is the one that fails: $\operatorname{tr}(P^\dagger P) = t^4$ is not conserved, and $P$ and $P^2 = 0$ are distinct solutions that agree at $t = 0$. For $t \ne 0$ this $P$ is not Hermitian, so it is not the density matrix of a physical state. A solution $P$ that is Hermitian at all times cannot lose idempotency in this way, whatever $H$ is: with $D = P^2 - P$, the product $D^2$ is a solution, so $\operatorname{tr}(D^2)$ is conserved, and for Hermitian $D$ its vanishing forces $D = 0$.

This generator is both non-Hermitian and unbounded near $t = 0$. For a continuous non-Hermitian $H(t)$, ordinary uniqueness for linear differential equations would again identify $P^2$ with $P$, though $P$ need not stay Hermitian. A statement modelled on continuity of $H$ would thus admit non-Hermitian generators in the commutator equation and give up discontinuous ones. It would not cover absorbing potentials: if $\mathrm{i}\dot\psi = H\psi$ with non-Hermitian $H$, then $P = \psi\psi^\dagger$ obeys $\mathrm{i}\dot P = HP - PH^\dagger$ rather than the commutator equation, and $P^2 = \|\psi\|^2 P$ differs from $P$ once the norm has decayed. A statement on orbitals, $\mathrm{i}\dot C = HC$, would make $P = CC^\dagger$ Hermitian by construction and reduce idempotency to conservation of $C^\dagger C$.

## The smallest cases

With one basis function every commutator vanishes, so $P$ is a constant number, and idempotency means 0 or 1. With `m` empty, $CC^\dagger = 0$ is the vacuum density. Motion first occurs for two levels. Take $H = \operatorname{diag}(1, 0)$ and the normalised state $\psi(t) = (e^{-\mathrm{i}t}, 1)/\sqrt{2}$, whose projector has $P_{00} = P_{11} = 1/2$, $P_{01} = e^{-\mathrm{i}t}/2$ and $P_{10} = e^{\mathrm{i}t}/2$.

```lean
/-- The two-level Hamiltonian `diag(1, 0)`. -/
def twoH : Matrix (Fin 2) (Fin 2) ℂ := !![1, 0; 0, 0]

/-- The two-level density with populations `1/2` and coherences `exp(∓it)/2`. -/
def twoP (t : ℝ) : Matrix (Fin 2) (Fin 2) ℂ :=
  !![1 / 2, exp (-I * t) / 2; exp (I * t) / 2, 1 / 2]
```

Here $[H,P]_{01} = P_{01}$ and $[H,P]_{10} = -P_{10}$, while the diagonal of the commutator is zero. This matches $\dot P_{01} = -\mathrm{i}P_{01}$, $\dot P_{10} = \mathrm{i}P_{10}$ and constant populations.

```lean
/-- `twoH` is Hermitian, `twoP` evolves under it, and `twoP 0` is Hermitian, idempotent and
does not commute with `twoH`. -/
theorem projector_witness :
    twoH.IsHermitian ∧ Evolves (fun _ => twoH) twoP ∧ (twoP 0).IsHermitian ∧
      twoP 0 * twoP 0 = twoP 0 ∧ commut twoH (twoP 0) ≠ 0 := by
  have he : ∀ (c : ℂ) (t : ℝ),
      HasDerivAt (fun s : ℝ => exp (c * s) / 2) (exp (c * t) * c / 2) t := by
    intro c t
    simpa using (((hasDerivAt_id (t : ℂ)).const_mul c).cexp.div_const 2).comp_ofReal
  refine ⟨?_, ?_, ?_, ?_, ?_⟩
  · refine Matrix.IsHermitian.ext fun i j => ?_
    fin_cases i <;> fin_cases j <;> simp [twoH]
  · intro t i j
    fin_cases i <;> fin_cases j
    · refine (hasDerivAt_const t (1 / 2 : ℂ)).congr_deriv ?_
      simp [commut, twoH, twoP]
    · refine (he (-I) t).congr_deriv ?_
      simp [commut, twoH, twoP]
      ring
    · refine (he I t).congr_deriv ?_
      simp [commut, twoH, twoP]
      ring
    · refine (hasDerivAt_const t (1 / 2 : ℂ)).congr_deriv ?_
      simp [commut, twoH, twoP]
  · refine Matrix.IsHermitian.ext fun i j => ?_
    fin_cases i <;> fin_cases j <;> simp [twoP]
  · ext i j
    rw [Matrix.mul_apply, Fin.sum_univ_two]
    fin_cases i <;> fin_cases j <;> simp [twoP] <;> norm_num
  · intro h
    have h01 := congrFun (congrFun h 0) 1
    simp [commut, twoH, twoP] at h01

end

end TDHFIdempotency
```

The first four claims are the assumptions of `projector_of_evolves` at $t_0 = 0$, and the fifth says that $P(0)$ does not commute with $H$, so the density moves. The helper `he` differentiates $e^{ct}/2$ for complex $c$ and is used at $c = \mp\mathrm{i}$.

```lean
#print axioms TDHFIdempotency.projector_of_evolves
#print axioms TDHFIdempotency.tdhf_idempotent
#print axioms TDHFIdempotency.idempotency_lost
```

```
'TDHFIdempotency.projector_of_evolves' depends on axioms: [propext, Classical.choice, Quot.sound]
'TDHFIdempotency.tdhf_idempotent' depends on axioms: [propext, Classical.choice, Quot.sound]
'TDHFIdempotency.idempotency_lost' depends on axioms: [propext, Classical.choice, Quot.sound]
```

## In a propagation code

The theorem concerns the exact equation, and a time step $\Delta t$ may or may not respect it. A step $P \to UPU^\dagger$ with $U = \exp(-\mathrm{i}F\Delta t)$ and Hermitian $F$ preserves $P^2 = P$ up to rounding, whichever approximation to $F$ is used, because $U^\dagger U = 1$. An explicit Euler step $P \to P + \Delta t\,K$ with $K = -\mathrm{i}[F,P]$ in general does not: for idempotent $P$ one has $PK + KP = K$, so the new matrix has defect $\Delta t^2 K^2$, which vanishes only when $K^2 = 0$, as for a density that commutes with $F$. For Hermitian $F$ the exact dynamics conserves $\operatorname{tr}(D^\dagger D)$ with $D = P^2 - P$, so a drift in this number along a trajectory computed with Hermitian $F$ comes from the integrator or from rounding.
